# The site density of ∑_{a≤b} c_ab (E_ab + E_ba) for real orbitals φ_a is 2 ∑_{a≤b} c_ab φ_a φ_b

Take finitely many real orbitals φ_a on an arbitrary set of sites, with no orthogonality or normalisation assumed, and let a real matrix γ define the site density ρ_i = ∑_{ab} γ_ab φ_a(i) φ_b(i). The theorem `density_symmOf` concerns the symmetric matrix ∑_{a≤b} c_ab (E_ab + E_ba), where E_ab are the matrix units and the real coefficients c_ab are arbitrary, so no trace or positivity condition is imposed and the diagonal entries are 2c_aa. It states that the density of this matrix is 2 ∑_{a≤b} c_ab φ_a φ_b as a function on sites. The attempt fixes a site and tries to show in `key` that each pair (x, y) contributes 2 c φ_x φ_y, by splitting into two indicator double sums and collapsing sums with `Finset.sum_eq_single`; it then reorders the summations.

In Lean, a first try:

```lean
import Mathlib

open Matrix Finset

namespace OrbitalBasisDensity

variable {ι : Type*} {M : ℕ}

/-- Site density `ρ_i = ∑_{ab} γ_ab φ_a(i) φ_b(i)` of a matrix `γ` in the orbital basis `φ`. -/
def density (φ : Fin M → ι → ℝ) (γ : Matrix (Fin M) (Fin M) ℝ) : ι → ℝ :=
  fun i => ∑ a, ∑ b, γ a b * φ a i * φ b i

/-- Pairs of orbital labels `(a, b)` with `a ≤ b`. -/
abbrev OrbPair (M : ℕ) := {p : Fin M × Fin M // p.1 ≤ p.2}

/-- The orbital product `φ_a φ_b` as a function on the sites, for a pair `a ≤ b`. -/
def pairProduct (φ : Fin M → ι → ℝ) (p : OrbPair M) : ι → ℝ :=
  fun i => φ p.1.1 i * φ p.1.2 i

/-- The matrix `∑_{a ≤ b} c_ab (E_ab + E_ba)` built from coefficients on pairs `a ≤ b`,
with `E_ab` the matrix units. -/
def symmOf (c : OrbPair M → ℝ) : Matrix (Fin M) (Fin M) ℝ :=
  fun a b => ∑ p : OrbPair M,
    ((if p.1 = (a, b) then c p else 0) + (if p.1 = (b, a) then c p else 0))

/-- The density of the matrix built from pair coefficients is `2 ∑_{a ≤ b} c_ab φ_a φ_b`. -/
theorem density_symmOf (φ : Fin M → ι → ℝ) (c : OrbPair M → ℝ) :
    density φ (symmOf c) = (2 : ℝ) • ∑ p, c p • pairProduct φ p := by
  funext i
  have key : ∀ p : OrbPair M, ∑ a, ∑ b,
      ((if p.1 = (a, b) then c p else 0) + (if p.1 = (b, a) then c p else 0)) * φ a i * φ b i
        = 2 * (c p * pairProduct φ p i) := by
    rintro ⟨⟨x, y⟩, hxy⟩
    simp only [pairProduct, Prod.mk.injEq, add_mul, Finset.sum_add_distrib, ite_and, ite_mul,
      zero_mul]
    rw [Finset.sum_comm, Finset.sum_eq_single y, Finset.sum_eq_single y]
    · simp
      ring
    · intro a _ ha
      simp [ha.symm]
    · simp
    · intro a _ ha
      simp [ha.symm]
    · simp
  simp only [density, symmOf, Pi.smul_apply, Finset.sum_apply, smul_eq_mul, Finset.sum_mul,
    Finset.mul_sum]
  rw [← Finset.sum_congr rfl fun p _ => key p]
  symm
  rw [Finset.sum_comm]
  exact Finset.sum_congr rfl fun a _ => Finset.sum_comm

end OrbitalBasisDensity
```

The compiler's answer:

```
Try this:
  [apply] ring_nf
  
  The `ring` tactic failed to close the goal. Use `ring_nf` to obtain a normal form.
    
  Note that `ring` works primarily in *commutative* rings. If you have a noncommutative ring, abelian group or module, consider using `noncomm_ring`, `abel` or `module` instead.
Main.lean:37:4: error: unsolved goals
ι : Type u_1
M : ℕ
φ : Fin M → ι → ℝ
c : OrbPair M → ℝ
i : ι
x y : Fin M
hxy : (x, y).1 ≤ (x, y).2
⊢ (c ⟨(x, y), hxy⟩ * φ y i * φ x i + if x = y then c ⟨(x, y), hxy⟩ * φ y i ^ 2 else 0) =
    c ⟨(x, y), hxy⟩ * φ y i * φ x i * 2
Main.lean:39:4: error: unsolved goals
case h₀
ι : Type u_1
M : ℕ
φ : Fin M → ι → ℝ
c : OrbPair M → ℝ
i : ι
x y : Fin M
hxy : (x, y).1 ≤ (x, y).2
a : Fin M
a✝ : a ∈ univ
ha : a ≠ y
⊢ x = a → (c ⟨(x, y), hxy⟩ = 0 ∨ φ a i = 0) ∨ φ y i = 0
Main.lean:40:12: warning: This simp argument is unused:
  ha.symm

Hint: Omit it from the simp argument list.
  [apply] simp

Note: This linter can be disabled with `set_option linter.unusedSimpArgs false`
```

After `simp only` the left side consists of two double sums, and all three rewrites act on the first. `Finset.sum_comm` puts `b` outermost, and the first `Finset.sum_eq_single y` correctly collapses it. The second collapses the remaining sum over `a` at `y`, although its condition is `x = a`.

That term becomes `if x = y then c * φ y i ^ 2 else 0`, which vanishes for `x ≠ y`. The main goal is then false in general, so `ring` fails, falls back to `ring_nf` and leaves the first unsolved goal. Side goal `h₀` requires every term with `a ≠ y` to vanish, including the one at `a = x` when `x ≠ y`, which need not be zero. No condition `y = a` occurs there, so `ha.symm` is unused.

The repair proves `g`, which collapses the outer index at `x`, where the indicator is supported, and leaves the inner sum to `simp`. `h1` instantiates `g`, using that `p.1` is definitionally `(p.1.1, p.1.2)`. `h2` applies `Finset.sum_comm` to the transposed sum, then `g`. Because `intro p` leaves the pair whole, the indicators keep the conditions `p.1 = (a, b)` and `p.1 = (b, a)` that appear in `h1` and `h2`. `Prod.mk.injEq` and `ite_and`, which split the conditions of the destructured pair in the attempt, have nothing to act on here and are dropped. Both rewrites then match, and `ring` closes a true identity.

The repair, with which the file compiles:

```diff
@@ -31,16 +31,23 @@
       ((if p.1 = (a, b) then c p else 0) + (if p.1 = (b, a) then c p else 0)) * φ a i * φ b i
         = 2 * (c p * pairProduct φ p i) := by
-    rintro ⟨⟨x, y⟩, hxy⟩
-    simp only [pairProduct, Prod.mk.injEq, add_mul, Finset.sum_add_distrib, ite_and, ite_mul,
-      zero_mul]
-    rw [Finset.sum_comm, Finset.sum_eq_single y, Finset.sum_eq_single y]
-    · simp
-      ring
-    · intro a _ ha
-      simp [ha.symm]
-    · simp
-    · intro a _ ha
-      simp [ha.symm]
-    · simp
+    intro p
+    -- a double sum with a pair indicator keeps a single term
+    have g : ∀ (f : Fin M → Fin M → ℝ) (x y : Fin M),
+        ∑ a, ∑ b, (if (x, y) = (a, b) then f a b else 0) = f x y := by
+      intro f x y
+      rw [Finset.sum_eq_single x]
+      · simp
+      · intro a _ ha
+        simp [ha.symm]
+      · simp
+    have h1 : ∑ a, ∑ b, (if p.1 = (a, b) then c p * φ a i * φ b i else 0)
+        = c p * φ p.1.1 i * φ p.1.2 i :=
+      g (fun a b => c p * φ a i * φ b i) p.1.1 p.1.2
+    have h2 : ∑ a, ∑ b, (if p.1 = (b, a) then c p * φ a i * φ b i else 0)
+        = c p * φ p.1.2 i * φ p.1.1 i :=
+      Finset.sum_comm.trans (g (fun b a => c p * φ a i * φ b i) p.1.1 p.1.2)
+    simp only [pairProduct, add_mul, Finset.sum_add_distrib, ite_mul, zero_mul]
+    rw [h1, h2]
+    ring
   simp only [density, symmOf, Pi.smul_apply, Finset.sum_apply, smul_eq_mul, Finset.sum_mul,
     Finset.mul_sum]
```
